# Core polarization potentials: bounded with an $r^2$ cutoff on every field, unbounded below with bare pair terms for two or more electrons

If a core polarization potential is cut off only in its one-electron terms, two electrons that approach the core from the same side can lower the energy without limit. The problems below treat this failure and a condition on the cutoff that prevents it when every field is damped. For a single fixed core with a static polarizability, this decides whether the polarization term in the local energy of a quantum Monte Carlo calculation can diverge to $-\infty$.

The core sits at the origin, and the electrons have nonzero positions $r_0,\dots,r_{N-1}$ in $\mathbb R^3$. In Lean, a configuration is a function `r : Fin N → Position`, and the type `Position` contains the condition $r\neq0$.

```lean
import Mathlib

open Finset

namespace CorePolarizationCutoff

noncomputable section

/-- Electron positions in three-dimensional space, away from the core at the origin. -/
abbrev Position := {r : EuclideanSpace ℝ (Fin 3) // r ≠ 0}
```

In atomic units, an electron at $r$ produces the field $r/|r|^3$ at the core. The point-charge picture fails when the electron penetrates the core, so the field is multiplied by a cutoff function $w$:
$$f_w(r)=\frac{w(|r|)}{|r|^3}\,r .$$

```lean
/-- The field `w(|r|) r / |r|^3` of an electron at the core, damped by the cutoff `w`. -/
def coreField (w : ℝ → ℝ) (r : Position) : EuclideanSpace ℝ (Fin 3) :=
  (w ‖r.1‖ / ‖r.1‖ ^ 3) • r.1
```

The polarizability $a$ is the dipole induced in the core per unit field. The total field then gives the energy
$$E=-\frac a2\Big|\sum_i f_w(r_i)\Big|^2 .$$

```lean
/-- The core polarization energy of `N` electrons for a core of polarizability `a`, with the cutoff
applied to the field of each electron before the fields are summed. -/
def energy {N : ℕ} (a : ℝ) (w : ℝ → ℝ) (r : Fin N → Position) : ℝ :=
  -(a / 2) * ‖∑ i, coreField w (r i)‖ ^ 2
```

Expanding the square gives one-electron terms, whose sum is
$$E_1=-\frac a2\sum_i|f_w(r_i)|^2,$$
and pair terms $-a\,f_w(r_i)\cdot f_w(r_j)$ with $i<j$.

```lean
/-- The sum of the damped one-electron polarization terms. -/
def oneElectron {N : ℕ} (a : ℝ) (w : ℝ → ℝ) (r : Fin N → Position) : ℝ :=
  -(a / 2) * ∑ i, ‖coreField w (r i)‖ ^ 2
```

The inconsistent potential keeps $E_1$ but uses bare fields $f_1$, with $w=1$, in the pairs:
$$V=E_1-a\sum_{i<j}f_1(r_i)\cdot f_1(r_j).$$
In the code, `Ioi i` selects the indices $j>i$, and `fun _ => 1` is the absent cutoff.

```lean
/-- The potential with damped one-electron terms and bare two-electron terms,
the latter summed over pairs `i < j`. -/
def mixedEnergy {N : ℕ} (a : ℝ) (w : ℝ → ℝ) (r : Fin N → Position) : ℝ :=
  oneElectron a w r - a * ∑ i, ∑ j ∈ Ioi i,
    inner ℝ (coreField (fun _ => 1) (r i)) (coreField (fun _ => 1) (r j))
```

These are functions of the positions alone. The kinetic energy, the Coulomb repulsion and the fields of other cores are left out, and nothing is said about the spectrum of a Hamiltonian.

## (a) The length of the axis vector

Let $e=(1,0,0)$.

```lean
/-- A unit vector along the first coordinate axis. -/
def axis : EuclideanSpace ℝ (Fin 3) := EuclideanSpace.single 0 1
```

**Task.** Show that $|e|=1$.

**Solution.** $|e|^2=1^2+0^2+0^2=1$. Lean simplifies the norm of the coordinate vector.

```lean
lemma norm_axis : ‖axis‖ = 1 := by simp [axis]
```

## (b) A point at a given distance

For $s>0$, place an electron at $se$. This point is nonzero, so it is an allowed position.

```lean
/-- The point on the first coordinate axis at distance `s > 0` from the core. -/
def onAxis (s : ℝ) (hs : 0 < s) : Position :=
  ⟨s • axis, smul_ne_zero hs.ne' (norm_pos_iff.mp (by rw [norm_axis]; exact one_pos))⟩
```

**Task.** Show that $|se|=s$.

**Solution.** $|se|=|s|\,|e|=s$, by (a) and $s>0$.

```lean
lemma norm_onAxis (s : ℝ) (hs : 0 < s) : ‖(onAxis s hs).1‖ = s := by
  simp [onAxis, norm_smul, norm_axis, abs_of_pos hs]
```

## (c) The field from a point on the axis

**Task.** Show that
$$f_w(se)=\frac{w(s)}{s^2}\,e .$$

**Solution.** By (b), $f_w(se)=\frac{w(s)}{s^3}(se)$, and one power of $s$ cancels. In Lean, `smul_smul` combines the two factors and `field_simp` cancels the power.

```lean
lemma coreField_onAxis (w : ℝ → ℝ) (s : ℝ) (hs : 0 < s) :
    coreField w (onAxis s hs) = (w s / s ^ 2) • axis := by
  have hs' := hs.ne'
  rw [coreField, norm_onAxis]
  change (w s / s ^ 3) • (s • axis) = _
  rw [smul_smul]
  congr 1
  field_simp
```

## (d) The field of one electron

**Task.** Let $0\le w(s)\le Ms^2$ for all $s>0$. Show that
$$|f_w(r)|\le M .$$
The constant $M$ thus caps the field that one electron can exert on the core.

**Solution.** Since $w\ge0$,
$$|f_w(r)|=\frac{w(|r|)}{|r|^3}|r|=\frac{w(|r|)}{|r|^2}\le M .$$
The equality is `e` in the code, and `div_le_iff₀` turns the remaining inequality into the hypothesis on $w$.

```lean
/-- If `0 ≤ w(s) ≤ M s^2` for all `s > 0`, the damped field of one electron
has norm at most `M`. -/
theorem norm_coreField_le {w : ℝ → ℝ} {M : ℝ} (h0 : ∀ s > 0, 0 ≤ w s)
    (hM : ∀ s > 0, w s ≤ M * s ^ 2) (r : Position) : ‖coreField w r‖ ≤ M := by
  have h : 0 < ‖r.1‖ := norm_pos_iff.mpr r.2
  have e : ‖coreField w r‖ = w ‖r.1‖ / ‖r.1‖ ^ 2 := by
    rw [coreField, norm_smul, Real.norm_of_nonneg (div_nonneg (h0 _ h) (by positivity))]
    field_simp
  rw [e, div_le_iff₀ (by positivity)]
  exact hM _ h
```

## (e) The energy of $N$ electrons

**Task.** Under the same condition on $w$, and for $a\ge0$, show that
$$-\frac{aN^2M^2}{2}\le E\le0 .$$

**Solution.** The triangle inequality and (d) give
$$\Big|\sum_i f_w(r_i)\Big|\le\sum_i|f_w(r_i)|\le NM .$$
Squaring and multiplying by $-a/2$ gives the lower bound. The upper bound holds because a square is nonnegative. The code calls the field estimate `hn`, and `Set.Icc` is the closed interval.

```lean
/-- If `0 ≤ w(s) ≤ M s^2` for all `s > 0` and `a ≥ 0`, the core polarization energy
of `N` electrons lies between `-a N^2 M^2 / 2` and zero. -/
theorem energy_mem_Icc {N : ℕ} {a M : ℝ} {w : ℝ → ℝ} (ha : 0 ≤ a)
    (h0 : ∀ s > 0, 0 ≤ w s) (hM : ∀ s > 0, w s ≤ M * s ^ 2) (r : Fin N → Position) :
    energy a w r ∈ Set.Icc (-(a * N ^ 2 * M ^ 2 / 2)) 0 := by
  -- the triangle inequality bounds the total field by `N M`
  have hn : ‖∑ i, coreField w (r i)‖ ≤ N * M := by
    calc ‖∑ i, coreField w (r i)‖ ≤ ∑ i, ‖coreField w (r i)‖ := norm_sum_le _ _
      _ ≤ ∑ _i : Fin N, M := sum_le_sum fun i _ => norm_coreField_le h0 hM (r i)
      _ = N * M := by simp
  have hs := mul_le_mul_of_nonneg_left (pow_le_pow_left₀ (norm_nonneg _) hn 2) ha
  have hp := mul_nonneg ha (sq_nonneg ‖∑ i, coreField w (r i)‖)
  unfold energy
  constructor <;> linarith
```

## (f) Which cutoffs give this lower bound

**Task.** Let $a>0$, $M\ge0$, $w(s)\ge0$ for $s>0$, and fix $N\ge1$. Show that
$$E\ge-\frac{aN^2M^2}{2}\ \text{at all positions}\iff w(s)\le Ms^2\ \text{for all }s>0 .$$

**Solution.** The direction from right to left is (e). For the other, put all electrons at $se$, which the model allows. By (c) their fields add up, so
$$-\frac a2N^2\Big(\frac{w(s)}{s^2}\Big)^2\ge-\frac{aN^2M^2}{2}.$$
Dividing by $-aN^2/2<0$ gives $(w(s)/s^2)^2\le M^2$. Since $M\ge0$, it follows that $w(s)/s^2\le M$. These steps are `e`, `h2` and `h3`.

```lean
/-- For `a > 0`, `M ≥ 0`, a nonnegative cutoff and any fixed number `N ≥ 1` of electrons,
the energy is at least `-a N^2 M^2 / 2` at all positions if and only if
`w(s) ≤ M s^2` for all `s > 0`. -/
theorem lower_bound_iff {N : ℕ} (hN : 1 ≤ N) {a M : ℝ} {w : ℝ → ℝ} (ha : 0 < a)
    (hM : 0 ≤ M) (h0 : ∀ s > 0, 0 ≤ w s) :
    (∀ r : Fin N → Position, -(a * N ^ 2 * M ^ 2 / 2) ≤ energy a w r) ↔
      ∀ s > 0, w s ≤ M * s ^ 2 := by
  refine ⟨fun h s hs => ?_, fun h r => (energy_mem_Icc ha.le h0 h r).1⟩
  -- put all electrons at one point, where their fields add up
  have e : energy a w (fun _ : Fin N => onAxis s hs)
      = -(a / 2) * (N * (w s / s ^ 2)) ^ 2 := by
    simp only [energy, coreField_onAxis, sum_const, card_univ, Fintype.card_fin,
      ← Nat.cast_smul_eq_nsmul ℝ, smul_smul, norm_smul, norm_axis, mul_one,
      Real.norm_eq_abs, sq_abs]
  have h1 := h (fun _ => onAxis s hs)
  rw [e, mul_pow] at h1
  have hN' : (0 : ℝ) < N := by exact_mod_cast hN
  have h2 : (w s / s ^ 2) ^ 2 ≤ M ^ 2 :=
    le_of_mul_le_mul_left (by linarith) (show 0 < a * (N : ℝ) ^ 2 by positivity)
  have h3 : w s / s ^ 2 ≤ M := by
    by_contra hc
    have hc' := not_le.mp hc
    nlinarith
  exact (div_le_iff₀ (by positivity)).mp h3
```

## (g) The Gaussian cutoff

**Task.** For $w(s)=1-e^{-\beta s^2}$ with $\beta\ge0$, and $a\ge0$, show that
$$-\frac{aN^2\beta^2}{2}\le E\le0 .$$

**Solution.** Put $x=\beta s^2\ge0$. Then $e^{-x}\le1$ gives $w(s)\ge0$, and $1-x\le e^{-x}$ gives $w(s)\le\beta s^2$. Part (e) applies with $M=\beta$. The two bulleted blocks in the code prove these two inequalities.

```lean
/-- With the Gaussian cutoff `1 - exp(-β r^2)`, where `β ≥ 0`, and `a ≥ 0`, the energy of
`N` electrons lies between `-a N^2 β^2 / 2` and zero. -/
theorem gaussian_cutoff {N : ℕ} {a β : ℝ} (ha : 0 ≤ a) (hβ : 0 ≤ β)
    (r : Fin N → Position) :
    energy a (fun s => 1 - Real.exp (-(β * s ^ 2))) r
      ∈ Set.Icc (-(a * N ^ 2 * β ^ 2 / 2)) 0 := by
  refine energy_mem_Icc ha (fun s _ => ?_) (fun s _ => ?_) r
  · have h : Real.exp (-(β * s ^ 2)) ≤ 1 :=
      Real.exp_le_one_iff.mpr (neg_nonpos.mpr (by positivity))
    linarith
  · have h := Real.add_one_le_exp (-(β * s ^ 2))
    linarith
```

## (h) The damped one-electron terms

**Task.** Under the conditions of (e), show that
$$-\frac{aNM^2}{2}\le E_1\le0 .$$

**Solution.** By (d), each of the $N$ squares $|f_w(r_i)|^2$ lies between $0$ and $M^2$. Sum them and multiply by $-a/2$. The upper estimate of the sum is `hs`, the lower one `hp`.

```lean
/-- If `0 ≤ w(s) ≤ M s^2` for all `s > 0` and `a ≥ 0`, the damped one-electron terms
sum to a value between `-a N M^2 / 2` and zero. -/
theorem oneElectron_mem_Icc {N : ℕ} {a M : ℝ} {w : ℝ → ℝ} (ha : 0 ≤ a)
    (h0 : ∀ s > 0, 0 ≤ w s) (hM : ∀ s > 0, w s ≤ M * s ^ 2) (r : Fin N → Position) :
    oneElectron a w r ∈ Set.Icc (-(a * N * M ^ 2 / 2)) 0 := by
  have hs : ∑ i, ‖coreField w (r i)‖ ^ 2 ≤ N * M ^ 2 := by
    calc ∑ i, ‖coreField w (r i)‖ ^ 2 ≤ ∑ _i : Fin N, M ^ 2 :=
          sum_le_sum fun i _ =>
            pow_le_pow_left₀ (norm_nonneg _) (norm_coreField_le h0 hM (r i)) 2
      _ = N * M ^ 2 := by simp
  have hp : 0 ≤ ∑ i, ‖coreField w (r i)‖ ^ 2 := sum_nonneg fun _ _ => sq_nonneg _
  have h1 := mul_le_mul_of_nonneg_left hs ha
  have h2 := mul_nonneg ha hp
  unfold oneElectron
  constructor <;> linarith
```

## (i) Bare pair terms

**Task.** Let $a>0$ and $N\ge2$. Show that for every function $w$ and every real $B$ there are pairwise distinct positions with
$$V<B .$$

**Solution.** For $u\ge1$, put the electrons on one ray at $r_i=\frac{i+1}{u}e$. These points are distinct. By (c), the bare fields are $f_1(r_i)=\frac{u^2}{(i+1)^2}e$, so every pair product is nonnegative, and
$$f_1(r_0)\cdot f_1(r_1)=\frac{u^4}{4}\ge\frac u4 .$$
Since $E_1\le0$ for any $w$, keeping only this pair gives $V\le-au/4$. Choose
$$u=1+\frac{4(|B|+1)}{a}.$$
Then $au/4=a/4+|B|+1>|B|$, hence $V<-|B|\le B$.

In Lean, `Function.Injective r` says that the positions are distinct. The code writes $N=n+2$, computes the pair products in `hg`, and isolates the first pair by two uses of `single_le_sum`, one for each sum. The sign of the one-electron part enters through `h4`, and `linarith` combines the estimates.

```lean
/-- For `a > 0` and at least two electrons, the potential with bare two-electron terms
falls below every value `B` at suitable pairwise distinct positions, whatever cutoff `w`
is applied to the one-electron terms. -/
theorem mixedEnergy_unbounded_below {N : ℕ} (hN : 2 ≤ N) {a : ℝ} (ha : 0 < a)
    (w : ℝ → ℝ) (B : ℝ) :
    ∃ r : Fin N → Position, Function.Injective r ∧ mixedEnergy a w r < B := by
  obtain ⟨n, rfl⟩ := Nat.exists_eq_add_of_le' hN
  obtain ⟨u, hu1, hu2⟩ : ∃ u : ℝ, 1 ≤ u ∧ |B| < a * (u / 4) := by
    refine ⟨1 + 4 * (|B| + 1) / a, ?_, ?_⟩
    · have : 0 ≤ 4 * (|B| + 1) / a := by positivity
      linarith
    · have : a * ((1 + 4 * (|B| + 1) / a) / 4) = a / 4 + (|B| + 1) := by
        field_simp
      linarith
  have hu0 : 0 < u := by linarith
  -- electrons on one ray, at distances `(i + 1) / u` from the core
  have hpos : ∀ i : Fin (n + 2), 0 < (((i : ℕ) : ℝ) + 1) / u := fun i => by positivity
  obtain ⟨r, hr⟩ : ∃ r : Fin (n + 2) → Position, r = fun i => onAxis _ (hpos i) :=
    ⟨_, rfl⟩
  have hg : ∀ i j, inner ℝ (coreField (fun _ => 1) (r i)) (coreField (fun _ => 1) (r j))
      = 1 / ((((i : ℕ) : ℝ) + 1) / u) ^ 2 * (1 / ((((j : ℕ) : ℝ) + 1) / u) ^ 2) := by
    intro i j
    simp only [hr, coreField_onAxis, real_inner_smul_left, real_inner_smul_right,
      real_inner_self_eq_norm_sq, norm_axis]
    ring
  refine ⟨r, fun i j hij => ?_, ?_⟩
  · have h := congrArg (fun x : Position => ‖x.1‖) hij
    simp only [hr, norm_onAxis] at h
    rw [div_left_inj' hu0.ne'] at h
    exact Fin.ext (by exact_mod_cast add_right_cancel h)
  · have hnn : ∀ i j, 0 ≤ inner ℝ (coreField (fun _ => 1) (r i))
        (coreField (fun _ => 1) (r j)) := fun i j => by rw [hg]; positivity
    -- the inner product for the first pair is `u^4 / 4`, which is at least `u / 4`
    have h01 : u / 4 ≤ inner ℝ (coreField (fun _ => 1) (r 0))
        (coreField (fun _ => 1) (r 1)) := by
      have e : 1 / (((0 : ℝ) + 1) / u) ^ 2 * (1 / (((1 : ℝ) + 1) / u) ^ 2) = u ^ 4 / 4 := by
        field_simp
        norm_num
      rw [hg, Fin.val_zero, Fin.val_one, Nat.cast_zero, Nat.cast_one, e]
      have : u ≤ u ^ 4 := le_self_pow₀ hu1 (by norm_num)
      linarith
    have h1 := single_le_sum (fun j _ => hnn 0 j)
      (show (1 : Fin (n + 2)) ∈ Ioi 0 by simp)
    have h2 := single_le_sum
      (f := fun i => ∑ j ∈ Ioi i, inner ℝ (coreField (fun _ => 1) (r i))
        (coreField (fun _ => 1) (r j)))
      (fun i _ => sum_nonneg fun j _ => hnn i j) (mem_univ (0 : Fin (n + 2)))
    have h3 := mul_le_mul_of_nonneg_left (h01.trans (h1.trans h2)) ha.le
    have h4 : 0 ≤ a * ∑ i, ‖coreField w (r i)‖ ^ 2 :=
      mul_nonneg ha.le (sum_nonneg fun _ _ => sq_nonneg _)
    unfold mixedEnergy oneElectron
    linarith [neg_abs_le B]

end

end CorePolarizationCutoff
```

```lean
#print axioms CorePolarizationCutoff.lower_bound_iff
-- 'CorePolarizationCutoff.lower_bound_iff' depends on axioms: [propext, Classical.choice, Quot.sound]
#print axioms CorePolarizationCutoff.gaussian_cutoff
-- 'CorePolarizationCutoff.gaussian_cutoff' depends on axioms: [propext, Classical.choice, Quot.sound]
#print axioms CorePolarizationCutoff.oneElectron_mem_Icc
-- 'CorePolarizationCutoff.oneElectron_mem_Icc' depends on axioms: [propext, Classical.choice, Quot.sound]
#print axioms CorePolarizationCutoff.mixedEnergy_unbounded_below
-- 'CorePolarizationCutoff.mixedEnergy_unbounded_below' depends on axioms: [propext, Classical.choice, Quot.sound]
```
